# Irreducibility of finitely many fermionic modes with a one-dimensional vacuum space

Let $a_p, c_p$ ($p=0,\dots,M-1$, $M$ finite) be linear maps on a complex vector space $V$ obeying the canonical anticommutation relations (CAR), and let the vacuum space $\bigcap_p\ker a_p$ be one-dimensional. Then every linear map commuting with all $a_p$ and $c_p$ is a scalar, and the only subspaces invariant under all of them are $0$ and $V$. For $V\neq0$, irreducibility conversely forces a one-dimensional vacuum space. For electrons in a finite spin-orbital basis with a unique empty state, any proper nonzero subspace is therefore left by some $a_p$ or $c_p$.

## A bare complex vector space

In Lean 4 with Mathlib:

```lean
import Mathlib

open Module

namespace CARIrreducibility

noncomputable section

variable {V : Type*} [AddCommGroup V] [Module ℂ V] {M : ℕ} {a c : Fin M → Module.End ℂ V}
```

$V$ has no inner product, topology or assumed dimension. So $c_p$ need not be $a_p^\dagger$, operators are everywhere defined, and subspaces are algebraic. Nothing below states $\dim V=2^M$ or equivalence of representations.

## The anticommutation relations

```lean
/-- Canonical anticommutation relations for annihilators `a p` and creators `c p`. -/
structure IsCAR (a c : Fin M → Module.End ℂ V) : Prop where
  aa : ∀ p q, a p * a q + a q * a p = 0
  cc : ∀ p q, c p * c q + c q * c p = 0
  ac : ∀ p q, a p * c q + c q * a p = if p = q then 1 else 0

/-- The vacuum space: the common kernel of all annihilators. -/
def vacuumSpace (a : Fin M → Module.End ℂ V) : Submodule ℂ V := ⨅ p, LinearMap.ker (a p)

/-- A subspace mapped into itself by every annihilator and every creator. -/
def IsInvariant (a c : Fin M → Module.End ℂ V) (W : Submodule ℂ V) : Prop :=
  ∀ p, ∀ v ∈ W, a p v ∈ W ∧ c p v ∈ W
```

`IsCAR` is fermionic statistics: $\{a_p,a_q\}=\{c_p,c_q\}=0$ and $\{a_p,c_q\}=\delta_{pq}$. `vacuumSpace` collects the states with every mode empty, and `IsInvariant` demands stability under both families. Setting $p=q$ gives $2a_p^2=2c_p^2=0$, and dividing by two (`two`) yields Pauli exclusion, $a_p^2=c_p^2=0$.

```lean
/-- The anticommutation relations acting on a vector, together with `a p ^ 2 = c p ^ 2 = 0`. -/
theorem IsCAR.on_vectors (h : IsCAR a c) :
    (∀ p v, a p (a p v) = 0) ∧ (∀ p v, c p (c p v) = 0) ∧
    (∀ p q v, a p (a q v) = - a q (a p v)) ∧ (∀ p q v, c p (c q v) = - c q (c p v)) ∧
    (∀ p q, p ≠ q → ∀ v, a p (c q v) = - c q (a p v)) ∧
    (∀ p v, a p (c p v) + c p (a p v) = v) := by
  have two : ∀ x : V, x + x = 0 → x = 0 := fun x hx =>
    (smul_eq_zero.1 ((two_smul ℂ x).trans hx)).resolve_left two_ne_zero
  refine ⟨fun p v => two _ (LinearMap.congr_fun (h.aa p p) v),
    fun p v => two _ (LinearMap.congr_fun (h.cc p p) v),
    fun p q v => eq_neg_of_add_eq_zero_left (LinearMap.congr_fun (h.aa p q) v),
    fun p q v => eq_neg_of_add_eq_zero_left (LinearMap.congr_fun (h.cc p q) v),
    fun p q hne v => eq_neg_of_add_eq_zero_left ?_, fun p v => ?_⟩
  · simpa [hne] using LinearMap.congr_fun (h.ac p q) v
  · simpa using LinearMap.congr_fun (h.ac p p) v
```

The relation `aa` enters the next two inductions, `ac` the second and the converse, and `cc` only the converse. The counterexamples in this note illustrate the hypotheses and are not theorems of the file. Without `aa`, take $M=1$, $V=\mathbb C^2$, $a_0=\sigma_x$ (Pauli matrix) and $c_0=\begin{pmatrix}0&0\\1&0\end{pmatrix}$: the other relations hold, the pair is irreducible, and $\ker a_0=0$.

The dimension condition is unpacked into a vector $\Omega\neq0$ killed by all $a_p$, of which every vacuum vector is a multiple. `finrank` returns $0$ for infinite dimension, which leaves the condition $=1$ unaffected.

```lean
/-- The vacuum space is one-dimensional exactly when there is a nonzero vector killed by all
annihilators of which every such vector is a multiple. -/
theorem finrank_vacuumSpace_eq_one_iff : finrank ℂ (vacuumSpace a) = 1 ↔
    ∃ Ω : V, Ω ≠ 0 ∧ (∀ p, a p Ω = 0) ∧ ∀ w, (∀ p, a p w = 0) → ∃ t : ℂ, t • Ω = w := by
  have mem : ∀ v, v ∈ vacuumSpace a ↔ ∀ p, a p v = 0 := by simp [vacuumSpace]
  rw [finrank_eq_one_iff']
  constructor
  · rintro ⟨⟨Ω, hΩ⟩, h0, h⟩
    refine ⟨Ω, fun e => h0 (Subtype.ext e), (mem _).1 hΩ, fun w hw => ?_⟩
    obtain ⟨t, ht⟩ := h ⟨w, (mem w).2 hw⟩
    exact ⟨t, congrArg Subtype.val ht⟩
  · rintro ⟨Ω, h0, hΩ, h⟩
    refine ⟨⟨Ω, (mem _).2 hΩ⟩, fun e => h0 (congrArg Subtype.val e), fun w => ?_⟩
    obtain ⟨t, ht⟩ := h w ((mem _).1 w.2)
    exact ⟨t, Subtype.ext ht⟩
```

## Finitely many modes

`Fin M` is a finite one-particle basis, and both inductions run over finite sets $S$ of modes up to `Finset.univ`.

First, a nonzero subspace $W$ stable under the $a_p$ contains a nonzero vacuum vector. Suppose $0\neq v\in W$ is killed by $a_p$ for $p\in S$, and add a mode $q$. If $a_qv=0$, keep $v$. Otherwise take $a_qv\in W$, since $a_qa_qv=0$ and $a_pa_qv=-a_qa_pv=0$. This is the split `by_cases hqv`.

```lean
/-- A nonzero subspace stable under all annihilators contains a nonzero vector killed by all
annihilators. -/
theorem exists_vacuum_mem (h : IsCAR a c) (W : Submodule ℂ V)
    (hW : ∀ p, ∀ v ∈ W, a p v ∈ W) (hne : W ≠ ⊥) : ∃ v ∈ W, v ≠ 0 ∧ ∀ p, a p v = 0 := by
  obtain ⟨haa0, -, haa, -⟩ := h.on_vectors
  have key : ∀ S : Finset (Fin M), ∃ v ∈ W, v ≠ 0 ∧ ∀ p ∈ S, a p v = 0 := by
    intro S
    induction S using Finset.induction_on with
    | empty =>
      obtain ⟨v, hv, h0⟩ := (Submodule.ne_bot_iff W).1 hne
      exact ⟨v, hv, h0, by simp⟩
    | insert q S hq ih =>
      obtain ⟨v, hv, h0, hS⟩ := ih
      by_cases hqv : a q v = 0
      · refine ⟨v, hv, h0, fun p hp => ?_⟩
        rcases Finset.mem_insert.1 hp with e | hp
        · rw [e, hqv]
        · exact hS p hp
      · -- mode q is not empty: empty it
        refine ⟨a q v, hW q v hv, hqv, fun p hp => ?_⟩
        rcases Finset.mem_insert.1 hp with e | hp
        · rw [e, haa0]
        · rw [haa, hS p hp, map_zero, neg_zero]
  obtain ⟨v, hv, h0, hS⟩ := key Finset.univ
  exact ⟨v, hv, h0, fun p => hS p (Finset.mem_univ p)⟩
```

Second, a subspace $W$ that contains all vacuum vectors and is stable under the $c_p$ equals $V$. The claim `key` says that $v\in W$ whenever $a_pv=0$ for all $p\notin S$. For $S=\emptyset$ this is the assumption. For $S\cup\{q\}$ write $v=a_qc_qv+c_qa_qv$ (`hone`). Both $a_qc_qv$ and $a_qv$ are killed by $a_q$, and for $p\notin S\cup\{q\}$
$$a_pa_qc_qv=a_qc_qa_pv=0,\qquad a_pa_qv=-a_qa_pv=0.$$
Both lie in $W$ by induction, hence so do $c_qa_qv$ and $v$.

```lean
/-- A subspace that contains every vector killed by all annihilators and is stable under all
creators is the whole space. -/
theorem eq_top_of_vacuum_mem (h : IsCAR a c) (W : Submodule ℂ V)
    (hvac : ∀ v, (∀ p, a p v = 0) → v ∈ W) (hW : ∀ p, ∀ v ∈ W, c p v ∈ W) : W = ⊤ := by
  obtain ⟨haa0, -, haa, -, hac, hone⟩ := h.on_vectors
  have key : ∀ S : Finset (Fin M), ∀ v, (∀ p, p ∉ S → a p v = 0) → v ∈ W := by
    intro S
    induction S using Finset.induction_on with
    | empty => exact fun v hv => hvac v fun p => hv p (by simp)
    | insert q S hq ih =>
      intro v hv
      -- split v into the parts with mode q empty and occupied
      rw [← hone q v]
      refine W.add_mem (ih _ fun p hp => ?_) (hW q _ (ih _ fun p hp => ?_))
      · by_cases e : p = q
        · rw [e, haa0]
        · rw [haa, hac p q e, hv p (by simp [e, hp])]
          simp
      · by_cases e : p = q
        · rw [e, haa0]
        · rw [haa, hv p (by simp [e, hp])]
          simp
  exact Submodule.eq_top_iff'.2 fun v => key Finset.univ v (by simp)
```

With infinitely many modes, the span of configurations with finitely many holes has no nonzero vacuum vector. Its direct sum with the span of configurations with finitely many particles has a one-dimensional vacuum space and is reducible.

## A unique vacuum, and commutation with both families

Hypothesis `h1` says that the empty state carries no further label; it is assumed, not derived. Let $T$ commute with all $a_p,c_p$ (`hT`). Then $a_pT\Omega=Ta_p\Omega=0$, so $T\Omega=t\Omega$ for some $t\in\mathbb C$ (`ht`); no eigenvalue theorem is needed. The kernel of $T-t$ contains all multiples of $\Omega$, and $Tv=tv$ gives $Tc_pv=c_pTv=tc_pv$. By the second induction this kernel is $V$ (`htop`), so $T=t\cdot1$.

```lean
/-- If the vacuum space is one-dimensional, every linear map commuting with all annihilators
and creators is a scalar multiple of the identity. -/
theorem commutant_scalar (h : IsCAR a c) (h1 : finrank ℂ (vacuumSpace a) = 1)
    (T : Module.End ℂ V) (hT : ∀ p, T * a p = a p * T ∧ T * c p = c p * T) :
    ∃ t : ℂ, T = t • (1 : Module.End ℂ V) := by
  obtain ⟨Ω, -, hΩ, hvac⟩ := finrank_vacuumSpace_eq_one_iff.1 h1
  have hTa : ∀ p v, T (a p v) = a p (T v) := fun p v => LinearMap.congr_fun (hT p).1 v
  have hTc : ∀ p v, T (c p v) = c p (T v) := fun p v => LinearMap.congr_fun (hT p).2 v
  -- T Ω is again a vacuum vector
  obtain ⟨t, ht⟩ := hvac (T Ω) fun p => by rw [← hTa, hΩ, map_zero]
  have mem : ∀ v, v ∈ LinearMap.ker (T - t • (1 : Module.End ℂ V)) ↔ T v = t • v := by
    intro v
    simp [sub_eq_zero]
  have htop : LinearMap.ker (T - t • (1 : Module.End ℂ V)) = ⊤ := by
    refine eq_top_of_vacuum_mem h _ (fun v hv => ?_) fun p v hv => ?_
    · obtain ⟨s, rfl⟩ := hvac v hv
      exact (mem _).2 (by rw [map_smul, ← ht, smul_comm])
    · exact (mem _).2 (by rw [hTc, (mem v).1 hv, map_smul])
  refine ⟨t, LinearMap.ext fun v => ?_⟩
  exact (mem v).1 (Submodule.eq_top_iff'.1 htop v)
```

Commutation with the annihilators alone is insufficient: for $M=1$, $T=a_0$ qualifies and is not scalar. Fermion parity anticommutes with the $a_p,c_p$, so `hT` excludes it for $M\ge1$.

A nonzero invariant $W$ contains some $t\Omega\neq0$ by the first induction, hence $\Omega$ (`hΩW`) and every vacuum vector, so $W=V$ by the second.

```lean
/-- If the vacuum space is one-dimensional, every invariant subspace is zero or everything. -/
theorem invariant_eq_bot_or_top (h : IsCAR a c) (h1 : finrank ℂ (vacuumSpace a) = 1)
    (W : Submodule ℂ V) (hW : IsInvariant a c W) : W = ⊥ ∨ W = ⊤ := by
  obtain ⟨Ω, -, -, hvac⟩ := finrank_vacuumSpace_eq_one_iff.1 h1
  refine or_iff_not_imp_left.2 fun hne => ?_
  obtain ⟨v, hv, h0, hv0⟩ := exists_vacuum_mem h W (fun p v hv => (hW p v hv).1) hne
  obtain ⟨t, rfl⟩ := hvac v hv0
  have hΩW : Ω ∈ W := (W.smul_mem_iff (left_ne_zero_of_smul h0)).1 hv
  refine eq_top_of_vacuum_mem h W (fun w hw => ?_) fun p v hv => (hW p v hv).2
  obtain ⟨s, rfl⟩ := hvac w hw
  exact W.smul_mem s hΩW
```

For $M\ge1$ the line $\mathbb C\Omega$ is stable under the $a_p$ only. If the fermions are tensored with a spectator two-level system, the vacuum space has dimension two, the spectator's operators commute with all $a_p,c_p$, and fixing its state gives a proper invariant subspace.

## The creator relation and a nonzero space

A vacuum vector $u=\sum_{r\in S\cup\{q\}}c_rx_r$ with $x_r\in V$ and $q\notin S$ satisfies $u=a_qc_qu$ (`e0`). Now $c_q^2=0$ removes the term $r=q$, and $a_qc_qc_r=-a_qc_rc_q=c_ra_qc_q$ for $r\neq q$, so $u=\sum_{r\in S}c_r(a_qc_qx_r)$ (`e1`). The vectors $x_r$ change, hence `generalizing x`. Induction ends at the empty sum, so $u=0$.

```lean
/-- A vector of the form `∑ r ∈ S, c r (x r)` that is killed by all annihilators is zero. -/
theorem sum_creators_eq_zero (h : IsCAR a c) (S : Finset (Fin M)) (x : Fin M → V)
    (hu : ∀ p, a p (∑ r ∈ S, c r (x r)) = 0) : ∑ r ∈ S, c r (x r) = 0 := by
  obtain ⟨-, hcc0, -, hcc, hac, hone⟩ := h.on_vectors
  induction S using Finset.induction_on generalizing x with
  | empty => simp
  | insert q S hq ih =>
    -- a q * c q fixes the vector and removes the term of mode q
    have e0 := hone q (∑ r ∈ insert q S, c r (x r))
    rw [hu q, map_zero, add_zero] at e0
    have e1 : a q (c q (∑ r ∈ insert q S, c r (x r))) = ∑ r ∈ S, c r (a q (c q (x r))) := by
      rw [Finset.sum_insert hq, map_add, hcc0, zero_add, map_sum, map_sum]
      refine Finset.sum_congr rfl fun r hr => ?_
      have hne : q ≠ r := by
        rintro rfl
        exact hq hr
      rw [hcc q r, map_neg, hac q r hne, neg_neg]
    rw [e0.symm.trans e1] at hu ⊢
    exact ih (fun r => a q (c q (x r))) hu
```

Assume irreducibility. `Nontrivial V` means $V\neq0$ and lets the first induction supply a vacuum vector $\Omega\neq0$. Let $W$ be the smallest subspace containing $\Omega$ and stable under the creators (`sInf`). The subspace $\{v\in W: a_pv\in W\}$ contains $\Omega$ and is creator-stable, because $a_pc_pv=v-c_pa_pv$ and $a_pc_qv=-c_qa_pv$ for $q\neq p$. By minimality it equals $W$ (`haW`), so $W$ is invariant and nonzero, and $W=V$. The subspace $\mathbb C\Omega+\sum_p\operatorname{ran}c_p$ also contains $\Omega$ and is creator-stable, so it contains $W$ (`hsub`). A vacuum vector is thus $w=t\Omega+\sum_pc_px_p$; the sum equals $w-t\Omega$, is a vacuum vector and vanishes (`hz`).

```lean
/-- On a nonzero space, zero and the whole space are the only invariant subspaces exactly when
the vacuum space is one-dimensional. -/
theorem irreducible_iff [Nontrivial V] (h : IsCAR a c) :
    (∀ W : Submodule ℂ V, IsInvariant a c W → W = ⊥ ∨ W = ⊤) ↔
      finrank ℂ (vacuumSpace a) = 1 := by
  refine ⟨fun hirr => ?_, fun h1 => invariant_eq_bot_or_top h h1⟩
  obtain ⟨-, -, -, -, hac, hone⟩ := h.on_vectors
  obtain ⟨Ω, -, h0, hΩ⟩ := exists_vacuum_mem h ⊤ (fun _ _ _ => Submodule.mem_top) top_ne_bot
  refine finrank_vacuumSpace_eq_one_iff.2 ⟨Ω, h0, hΩ, fun w hw => ?_⟩
  -- W is the subspace generated from Ω by the creators
  obtain ⟨W, hle, hΩW, hcW⟩ : ∃ W : Submodule ℂ V,
      (∀ U : Submodule ℂ V, Ω ∈ U → (∀ p, ∀ v ∈ U, c p v ∈ U) → W ≤ U) ∧ Ω ∈ W ∧
        ∀ p, ∀ v ∈ W, c p v ∈ W :=
    ⟨sInf {U | Ω ∈ U ∧ ∀ p, ∀ v ∈ U, c p v ∈ U}, fun U h1 h2 => sInf_le ⟨h1, h2⟩,
      Submodule.mem_sInf.2 fun U hU => hU.1, fun p v hv =>
        Submodule.mem_sInf.2 fun U hU => hU.2 p v (Submodule.mem_sInf.1 hv U hU)⟩
  have haW : ∀ p, W ≤ W ⊓ W.comap (a p) := by
    intro p
    refine hle _ (Submodule.mem_inf.2 ⟨hΩW, Submodule.mem_comap.2 ?_⟩) fun q v hv => ?_
    · rw [hΩ]
      exact W.zero_mem
    · obtain ⟨hv1, hv2⟩ := Submodule.mem_inf.1 hv
      have hv3 := hcW q _ (Submodule.mem_comap.1 hv2)
      refine Submodule.mem_inf.2 ⟨hcW q v hv1, Submodule.mem_comap.2 ?_⟩
      by_cases e : p = q
      · subst e
        rw [eq_sub_of_add_eq (hone p v)]
        exact W.sub_mem hv1 hv3
      · rw [hac p q e]
        exact W.neg_mem hv3
  have htop : W = ⊤ :=
    (hirr W fun p v hv =>
      ⟨Submodule.mem_comap.1 (Submodule.mem_inf.1 (haW p hv)).2, hcW p v hv⟩).resolve_left
      ((Submodule.ne_bot_iff W).2 ⟨Ω, hΩW, h0⟩)
  obtain ⟨L, hL⟩ : ∃ L : (Fin M → V) →ₗ[ℂ] V, ∀ x, L x = ∑ p, c p (x p) :=
    ⟨∑ p, c p ∘ₗ (LinearMap.proj p : (Fin M → V) →ₗ[ℂ] V), fun x => by
      simp [LinearMap.sum_apply]⟩
  -- W lies in the span of Ω plus the ranges of the creators
  have hsub : W ≤ Submodule.span ℂ {Ω} ⊔ LinearMap.range L := by
    refine hle _ (Submodule.mem_sup_left (Submodule.mem_span_singleton_self Ω))
      fun p v _ => Submodule.mem_sup_right ⟨Pi.single p v, ?_⟩
    rw [hL, Finset.sum_eq_single p (fun r _ hr => by simp [hr]) (by simp)]
    simp
  obtain ⟨y, hy, z, ⟨x, rfl⟩, hsum⟩ :=
    Submodule.mem_sup.1 (hsub (Submodule.eq_top_iff'.1 htop w))
  obtain ⟨t, rfl⟩ := Submodule.mem_span_singleton.1 hy
  rw [hL] at hsum
  have hz := sum_creators_eq_zero h Finset.univ x fun p => by
    rw [eq_sub_of_add_eq' hsum, map_sub, map_smul, hw, hΩ]
    simp
  rw [hz, add_zero] at hsum
  exact ⟨t, hsum⟩
```

For $V=0$ the CAR hold and the only subspace is $0$, while the vacuum space has dimension zero, so the equivalence fails.

## Two Jordan–Wigner modes

On $\mathbb C^4$, components $0,1,2,3$ correspond to occupations $n_0n_1=00,10,01,11$. Operators of mode $1$ carry the sign $(-1)^{n_0}$, as in $a_1|11\rangle=-|10\rangle$.

```lean
/-- Jordan-Wigner annihilators of two modes in the basis 00, 10, 01, 11. -/
def jwA : Fin 2 → Module.End ℂ (Fin 4 → ℂ) :=
  ![Matrix.toLin' !![0, 1, 0, 0; 0, 0, 0, 0; 0, 0, 0, 1; 0, 0, 0, 0],
    Matrix.toLin' !![0, 0, 1, 0; 0, 0, 0, -1; 0, 0, 0, 0; 0, 0, 0, 0]]

/-- Jordan-Wigner creators of two modes in the basis 00, 10, 01, 11. -/
def jwC : Fin 2 → Module.End ℂ (Fin 4 → ℂ) :=
  ![Matrix.toLin' !![0, 0, 0, 0; 1, 0, 0, 0; 0, 0, 0, 0; 0, 0, 1, 0],
    Matrix.toLin' !![0, 0, 0, 0; 0, 0, 0, 0; 1, 0, 0, 0; 0, -1, 0, 0]]
```

The CAR are checked componentwise. For a vector $w$ with components $w_i$, $a_0w=0$ gives $w_1=w_3=0$ and $a_1w=0$ gives $w_2=0$, so the vacuum space is spanned by $\Omega=(1,0,0,0)$, and both theorems apply with $M=2$.

```lean
/-- The two-mode Jordan-Wigner matrices satisfy the anticommutation relations and have a
one-dimensional vacuum space. -/
theorem jordanWigner_witness : IsCAR jwA jwC ∧ finrank ℂ (vacuumSpace jwA) = 1 := by
  have A : ∀ v, jwA 0 v = ![v 1, 0, v 3, 0] ∧ jwA 1 v = ![v 2, -v 3, 0, 0] ∧
      jwC 0 v = ![0, v 0, 0, v 2] ∧ jwC 1 v = ![0, 0, v 0, -v 1] := by
    intro v
    refine ⟨?_, ?_, ?_, ?_⟩ <;> ext i <;> fin_cases i <;>
      simp [jwA, jwC, Matrix.mulVec, dotProduct, Fin.sum_univ_four]
  have A0 := fun v => (A v).1
  have A1 := fun v => (A v).2.1
  have C0 := fun v => (A v).2.2.1
  have C1 := fun v => (A v).2.2.2
  constructor
  · refine ⟨?_, ?_, ?_⟩ <;> intro p q <;> refine LinearMap.ext (fun v => funext fun i => ?_) <;>
      fin_cases p <;> fin_cases q <;> fin_cases i <;> simp [A0, A1, C0, C1]
  · refine finrank_vacuumSpace_eq_one_iff.2 ⟨![1, 0, 0, 0], fun e => ?_, fun p => ?_,
      fun w hw => ⟨w 0, ?_⟩⟩
    · simpa using congrFun e 0
    · ext i
      fin_cases p <;> fin_cases i <;> simp [A0, A1]
    · have h1 : w 1 = 0 := by simpa [A0] using congrFun (hw 0) 0
      have h2 : w 2 = 0 := by simpa [A1] using congrFun (hw 1) 0
      have h3 : w 3 = 0 := by simpa [A0] using congrFun (hw 0) 2
      ext i
      fin_cases i <;> simp [h1, h2, h3]

end

end CARIrreducibility
```

```lean
#print axioms CARIrreducibility.finrank_vacuumSpace_eq_one_iff
#print axioms CARIrreducibility.commutant_scalar
#print axioms CARIrreducibility.irreducible_iff
```

```
'CARIrreducibility.finrank_vacuumSpace_eq_one_iff' depends on axioms: [propext, Classical.choice, Quot.sound]
'CARIrreducibility.commutant_scalar' depends on axioms: [propext, Classical.choice, Quot.sound]
'CARIrreducibility.irreducible_iff' depends on axioms: [propext, Classical.choice, Quot.sound]
```
